# Induced-dipole iteration with a finite symmetric coupling converges for every field and start exactly when $\alpha|t|<1$ for each coupling eigenvalue $t$

Let finitely many sites share one polarizability $\alpha>0$, and let $m$ collect all their induced dipoles. In an external field $E$, the iteration

$$m_{k+1}=\alpha(E+Tm_k)$$

with symmetric $T$ converges for every $E$ and every start $m_0$ if and only if $\alpha|t|<1$ for every eigenvalue $t$ of $T$. The dipole energy

$$U(m)=\frac{\|m\|^2}{2\alpha}-\frac12\langle m,Tm\rangle-\langle E,m\rangle$$

is strictly convex under the weaker, one-sided condition $\alpha t<1$. For $T=-(2/\alpha)I$ the energy is strictly convex, yet the dipoles grow without bound from every start other than $(\alpha/3)E$.

Here $Tm$ is the field that the dipoles produce at each other's sites; some texts give $T$ the opposite sign. The letter $E$ is a field, not an energy. The constant $\alpha$ stands for a linear, isotropic response, and the symmetry of $T$ for the reciprocity of the dipole-dipole interaction.

## Where a polarizable force field needs the two-sided bound

A simulation code that updates all dipoles at once from the previous set, without mixing, runs this iteration; for one common polarizability and a symmetric coupling, the bound decides whether it is safe for all fields and starts. A successful Cholesky factorization of $\alpha^{-1}I-T$ shows that the energy has a unique minimum. It tests only $\alpha t<1$, and says nothing about modes with $\alpha t\le-1$.

## Mode amplitudes, increments and the energy gap

**Convergence.** Since $T$ is symmetric, there is an orthonormal basis of modes $e_i$ with $Te_i=t_ie_i$. For a mode $v$ with eigenvalue $t$, put $c_k=\langle v,m_k\rangle$. Symmetry gives $\langle v,Tm_k\rangle=\langle Tv,m_k\rangle=tc_k$, so

$$c_{k+1}=\alpha\langle v,E\rangle+\alpha t\,c_k.$$

If $\alpha t\neq1$, the value $p=\alpha\langle v,E\rangle/(1-\alpha t)$ satisfies $p=\alpha\langle v,E\rangle+\alpha t\,p$. Subtracting gives $c_{k+1}-p=\alpha t(c_k-p)$, hence

$$c_k=p+(\alpha t)^k(c_0-p).$$

When $\alpha|t_i|<1$ for all $i$, every amplitude converges to its own stationary value $p_i$, and $m_k\to\sum_ip_ie_i$.

**Failure.** Suppose $Tv=tv$ with $v\neq0$ and $\alpha|t|\ge1$. Take $E=v$ and $m_0=0$. Then $m_1-m_0=\alpha v$, and each later increment is $\alpha T$ applied to the one before, so

$$m_{k+1}-m_k=(\alpha t)^k\alpha v,\qquad \|m_{k+1}-m_k\|\ge\alpha\|v\|>0.$$

The increments of a convergent sequence tend to zero, so this one has no limit. At $\alpha t=1$ the dipoles grow linearly; at $\alpha t=-1$ they alternate between $0$ and $\alpha v$.

**Convexity.** Let $a+b=1$ and $d=x-y$. The field term of $U$ is linear and cancels from the gap between chord and energy. In the quadratic terms, $a-a^2=b-b^2=ab$, which leaves

$$aU(x)+bU(y)-U(ax+by)=\frac{ab}{2}\left(\frac{\|d\|^2}{\alpha}-\langle d,Td\rangle\right)
=\frac{ab}{2}\sum_i\left(\frac1\alpha-t_i\right)\langle e_i,d\rangle^2.$$

If every $\alpha t_i<1$, this is positive for $a,b>0$ and $d\ne0$. Conversely, $x=v$, $y=0$ and $a=b=\tfrac12$ give the gap $\|v\|^2(1-\alpha t)/(8\alpha)$, which strict convexity makes positive, so $\alpha t<1$.

**The example.** For $T=-(2/\alpha)I$, every eigenvalue has $\alpha t=-2<1$, so $U$ is strictly convex. The update is $m_{k+1}=\alpha E-2m_k$, with stationary point $m_*=(\alpha/3)E$. Therefore

$$m_k-m_*=(-2)^k(m_0-m_*),\qquad \|m_k\|\ge2^k\|m_0-m_*\|-\|m_*\|,$$

and the right-hand side tends to infinity unless $m_0=m_*$.

## Lean source

```lean
import Mathlib

open Filter Topology Module.End
open scoped InnerProductSpace

namespace InducedDipoleIteration

noncomputable section

variable {V : Type*} [NormedAddCommGroup V] [InnerProductSpace ℝ V]

/-- One sweep of the induced-dipole solver: each dipole responds with polarizability `α` to the
external field `E` plus the field `T m` of the present dipoles. -/
def dipoleStep (α : ℝ) (T : V →ₗ[ℝ] V) (E m : V) : V := α • (E + T m)

/-- The dipole energy, for `α ≠ 0`: self-energy, dipole-dipole interaction and coupling to the
external field. -/
def dipoleEnergy (α : ℝ) (T : V →ₗ[ℝ] V) (E m : V) : ℝ :=
  ‖m‖ ^ 2 / (2 * α) - ⟪m, T m⟫_ℝ / 2 - ⟪E, m⟫_ℝ

/-- A symmetric dipole coupling on a finite-dimensional space has an orthonormal basis of
eigenmodes. -/
theorem exists_modes [FiniteDimensional ℝ V] {T : V →ₗ[ℝ] V} (hT : T.IsSymmetric) :
    ∃ (n : ℕ) (e : OrthonormalBasis (Fin n) ℝ V) (t : Fin n → ℝ),
      (∀ i, T (e i) = t i • e i) ∧ ∀ i, HasEigenvalue T (t i) := by
  have h : ∀ i, T (hT.eigenvectorBasis rfl i)
      = hT.eigenvalues rfl i • hT.eigenvectorBasis rfl i :=
    fun i => hT.apply_eigenvectorBasis rfl i
  exact ⟨_, hT.eigenvectorBasis rfl, hT.eigenvalues rfl, h, fun i =>
    hasEigenvalue_of_hasEigenvector
      ⟨mem_eigenspace_iff.mpr (h i), (hT.eigenvectorBasis rfl).orthonormal.ne_zero i⟩⟩

/-- For symmetric `T` and a mode `v` with eigenvalue `t`, `α t ≠ 1`, the amplitude along `v` after
`k` sweeps is a stationary value plus the initial deviation times `(α t) ^ k`. -/
theorem mode_amplitude {α t : ℝ} {T : V →ₗ[ℝ] V} (hT : T.IsSymmetric) {v : V}
    (hv : T v = t • v) (h : α * t ≠ 1) (E m₀ : V) (k : ℕ) :
    ⟪v, (dipoleStep α T E)^[k] m₀⟫_ℝ = α * ⟪v, E⟫_ℝ / (1 - α * t)
      + (α * t) ^ k * (⟪v, m₀⟫_ℝ - α * ⟪v, E⟫_ℝ / (1 - α * t)) := by
  have step : ∀ m, ⟪v, dipoleStep α T E m⟫_ℝ = α * ⟪v, E⟫_ℝ + α * t * ⟪v, m⟫_ℝ := by
    intro m
    rw [dipoleStep, real_inner_smul_right, inner_add_right, ← hT v m, hv, real_inner_smul_left]
    ring
  have hp : α * ⟪v, E⟫_ℝ / (1 - α * t) * (1 - α * t) = α * ⟪v, E⟫_ℝ :=
    div_mul_cancel₀ _ (sub_ne_zero.mpr h.symm)
  generalize α * ⟪v, E⟫_ℝ / (1 - α * t) = p at hp ⊢
  induction k with
  | zero => simp
  | succ k ih =>
    rw [Function.iterate_succ_apply', step, ih]
    linear_combination -hp

/-- With the field along a mode `v` of eigenvalue `t` and no initial dipoles, the change made by
sweep `k + 1` is `(α t) ^ k` times the first response `α v`. -/
theorem increment_along_mode {α t : ℝ} {T : V →ₗ[ℝ] V} {v : V} (hv : T v = t • v) (k : ℕ) :
    (dipoleStep α T v)^[k + 1] 0 - (dipoleStep α T v)^[k] 0 = (α * t) ^ k • α • v := by
  have hs : ∀ x y, dipoleStep α T v x - dipoleStep α T v y = α • T (x - y) := by
    intro x y
    simp only [dipoleStep, map_sub]
    module
  induction k with
  | zero => simp [dipoleStep]
  | succ k ih =>
    have h1 := hs ((dipoleStep α T v)^[k + 1] 0) ((dipoleStep α T v)^[k] 0)
    rw [ih, map_smul, map_smul, hv] at h1
    simp only [Function.iterate_succ_apply'] at h1 ⊢
    rw [h1]
    module

/-- If `α > 0` and a mode `v ≠ 0` has eigenvalue `t` with `α |t| ≥ 1`, then the iteration in the
field `v`, started without dipoles, does not converge. -/
theorem not_convergent_of_mode {α t : ℝ} (hα : 0 < α) {T : V →ₗ[ℝ] V} {v : V}
    (hv : T v = t • v) (hv0 : v ≠ 0) (h : 1 ≤ α * |t|) :
    ¬ ∃ m, Tendsto (fun k => (dipoleStep α T v)^[k] 0) atTop (𝓝 m) := by
  rintro ⟨m, hm⟩
  -- the increments of a convergent sequence vanish, but these stay at least `α ‖v‖` long
  have hd := ((hm.comp (tendsto_add_atTop_nat 1)).sub hm).norm
  have lower : ∀ k, α * ‖v‖ ≤
      ‖(dipoleStep α T v)^[k + 1] 0 - (dipoleStep α T v)^[k] 0‖ := by
    intro k
    rw [increment_along_mode hv, norm_smul, norm_smul, norm_pow, Real.norm_eq_abs,
      Real.norm_eq_abs, abs_mul, abs_of_pos hα]
    exact le_mul_of_one_le_left (by positivity) (one_le_pow₀ h)
  have hle : α * ‖v‖ ≤ ‖m - m‖ := ge_of_tendsto' hd lower
  rw [sub_self, norm_zero] at hle
  have := mul_pos hα (norm_pos_iff.mpr hv0)
  linarith

/-- For symmetric `T` and `α > 0`, the induced-dipole iteration converges for every field and
every start exactly when `α |t| < 1` for every eigenvalue `t` of `T`. -/
theorem converges_iff [FiniteDimensional ℝ V] {α : ℝ} (hα : 0 < α) {T : V →ₗ[ℝ] V}
    (hT : T.IsSymmetric) :
    (∀ E m₀ : V, ∃ m, Tendsto (fun k => (dipoleStep α T E)^[k] m₀) atTop (𝓝 m)) ↔
      ∀ t, HasEigenvalue T t → α * |t| < 1 := by
  constructor
  · intro h t ht
    by_contra hc
    obtain ⟨v, hv⟩ := ht.exists_hasEigenvector
    exact not_convergent_of_mode hα hv.apply_eq_smul hv.2 (not_lt.mp hc) (h v 0)
  · intro h E m₀
    obtain ⟨n, e, t, he, ht⟩ := exists_modes hT
    -- sum the limits of the separate mode amplitudes
    refine ⟨∑ i, (α * ⟪e i, E⟫_ℝ / (1 - α * t i)) • e i, ?_⟩
    refine Tendsto.congr (fun k => e.sum_repr' ((dipoleStep α T E)^[k] m₀)) ?_
    refine tendsto_finsetSum _ (fun i _ => Tendsto.smul_const ?_ _)
    have hlt : |α * t i| < 1 := by
      rw [abs_mul, abs_of_pos hα]
      exact h _ (ht i)
    have hne : α * t i ≠ 1 := by
      intro h1
      rw [h1, abs_one] at hlt
      exact lt_irrefl _ hlt
    have hp := ((tendsto_pow_atTop_nhds_zero_of_abs_lt_one hlt).mul_const
      (⟪e i, m₀⟫_ℝ - α * ⟪e i, E⟫_ℝ / (1 - α * t i))).const_add
      (α * ⟪e i, E⟫_ℝ / (1 - α * t i))
    rw [zero_mul, add_zero] at hp
    exact hp.congr (fun k => (mode_amplitude hT (he i) hne E m₀ k).symm)

/-- The amount by which the dipole energy lies below its chord is a quadratic form in the
difference of the two dipole configurations. -/
theorem energy_gap (α : ℝ) (T : V →ₗ[ℝ] V) (E x y : V) {a b : ℝ} (hab : a + b = 1) :
    a * dipoleEnergy α T E x + b * dipoleEnergy α T E y - dipoleEnergy α T E (a • x + b • y)
      = a * b / 2 * (‖x - y‖ ^ 2 / α - ⟪x - y, T (x - y)⟫_ℝ) := by
  obtain rfl : b = 1 - a := by linarith
  simp only [dipoleEnergy, ← real_inner_self_eq_norm_sq, map_add, map_sub, map_smul,
    inner_add_left, inner_add_right, inner_sub_left, inner_sub_right, real_inner_smul_left,
    real_inner_smul_right]
  rw [real_inner_comm x y]
  ring

/-- For symmetric `T` and `α > 0`, the dipole energy is strictly convex exactly when `α t < 1` for
every eigenvalue `t` of `T`. -/
theorem energy_strictConvex_iff [FiniteDimensional ℝ V] {α : ℝ} (hα : 0 < α)
    {T : V →ₗ[ℝ] V} (hT : T.IsSymmetric) (E : V) :
    StrictConvexOn ℝ Set.univ (dipoleEnergy α T E) ↔ ∀ t, HasEigenvalue T t → α * t < 1 := by
  constructor
  · intro h t ht
    obtain ⟨v, hv⟩ := ht.exists_hasEigenvector
    have half : (1 / 2 : ℝ) + 1 / 2 = 1 := by norm_num
    have h1 := h.2 (Set.mem_univ v) (Set.mem_univ (0 : V)) hv.2
      (by norm_num) (by norm_num) half
    have g := energy_gap α T E v 0 half
    simp only [smul_eq_mul] at h1
    rw [sub_zero, hv.apply_eq_smul, real_inner_smul_right, real_inner_self_eq_norm_sq] at g
    have hpos : 0 < ‖v‖ ^ 2 / α - t * ‖v‖ ^ 2 := by linarith
    have hn : 0 < ‖v‖ := norm_pos_iff.mpr hv.2
    have hf : ‖v‖ ^ 2 / α - t * ‖v‖ ^ 2 = ‖v‖ ^ 2 / α * (1 - α * t) := by
      field_simp
    rw [hf] at hpos
    have := (mul_pos_iff_of_pos_left (by positivity)).mp hpos
    linarith
  · intro h
    refine ⟨convex_univ, fun x _ y _ hxy a b ha hb hab => ?_⟩
    obtain ⟨n, e, t, he, ht⟩ := exists_modes hT
    have g := energy_gap α T E x y hab
    have hd : x - y ≠ 0 := sub_ne_zero.mpr hxy
    generalize x - y = d at g hd
    -- the quadratic form is diagonal in the modes
    have key : ‖d‖ ^ 2 / α - ⟪d, T d⟫_ℝ = ∑ i, (1 / α - t i) * ⟪e i, d⟫_ℝ ^ 2 := by
      rw [← real_inner_self_eq_norm_sq, ← e.sum_inner_mul_inner d d,
        ← e.sum_inner_mul_inner d (T d), Finset.sum_div, ← Finset.sum_sub_distrib]
      refine Finset.sum_congr rfl fun i _ => ?_
      rw [← hT (e i) d, he, real_inner_smul_left, real_inner_comm (e i) d]
      ring
    have hc : ∀ i, 0 < 1 / α - t i := by
      intro i
      have : t i < 1 / α := by
        rw [lt_div_iff₀ hα]
        linarith [h _ (ht i)]
      linarith
    have hex : ∃ i, ⟪e i, d⟫_ℝ ≠ 0 := by
      by_contra hz
      push Not at hz
      apply hd
      rw [← e.sum_repr' d]
      exact Finset.sum_eq_zero fun i _ => by rw [hz i, zero_smul]
    obtain ⟨j, hj⟩ := hex
    have hQ : 0 < ∑ i, (1 / α - t i) * ⟪e i, d⟫_ℝ ^ 2 :=
      Finset.sum_pos' (fun i _ => mul_nonneg (hc i).le (sq_nonneg _))
        ⟨j, Finset.mem_univ j, mul_pos (hc j) (pow_pos_of_ne hj)⟩
    rw [key] at g
    have := mul_pos (half_pos (mul_pos ha hb)) hQ
    simp only [smul_eq_mul]
    linarith
where
  pow_pos_of_ne {r : ℝ} (hr : r ≠ 0) : 0 < r ^ 2 := by positivity

/-- For `α > 0` and `T = -(2/α) I` the dipole energy is strictly convex, yet the dipoles grow
without bound from every start other than `(α/3) E`. -/
theorem convex_but_divergent [FiniteDimensional ℝ V] {α : ℝ} (hα : 0 < α) (E : V) :
    StrictConvexOn ℝ Set.univ (dipoleEnergy α ((-(2 / α)) • LinearMap.id) E) ∧
      ∀ m₀ : V, m₀ ≠ (α / 3) • E →
        Tendsto (fun k => ‖(dipoleStep α ((-(2 / α)) • LinearMap.id) E)^[k] m₀‖)
          atTop atTop := by
  have h2 : α * (2 / α) = 2 := by field_simp
  constructor
  · have hT : ((-(2 / α)) • (LinearMap.id : V →ₗ[ℝ] V)).IsSymmetric := by
      intro x y
      simp only [LinearMap.smul_apply, LinearMap.id_apply, real_inner_smul_left,
        real_inner_smul_right]
    refine (energy_strictConvex_iff hα hT E).mpr fun t ht => ?_
    obtain ⟨v, hv⟩ := ht.exists_hasEigenvector
    have h1 : (-(2 / α)) • v = t • v := hv.apply_eq_smul
    have h3 : -(2 / α) = t := smul_left_injective ℝ hv.2 h1
    rw [← h3, mul_neg, h2]
    norm_num
  · intro m₀ hm
    have hstep : ∀ m, dipoleStep α ((-(2 / α)) • LinearMap.id) E m = α • E - (2 : ℝ) • m := by
      intro m
      simp only [dipoleStep, LinearMap.smul_apply, LinearMap.id_apply, smul_add, smul_smul,
        mul_neg, h2]
      module
    -- the deviation from the stationary dipoles doubles and flips sign in each sweep
    have hk : ∀ k, (dipoleStep α ((-(2 / α)) • LinearMap.id) E)^[k] m₀
        = (α / 3) • E + (-2 : ℝ) ^ k • (m₀ - (α / 3) • E) := by
      intro k
      induction k with
      | zero => simp
      | succ k ih =>
        rw [Function.iterate_succ_apply', hstep, ih]
        module
    have hδ : 0 < ‖m₀ - (α / 3) • E‖ := norm_pos_iff.mpr (sub_ne_zero.mpr hm)
    refine tendsto_atTop_mono (fun k => ?_) (tendsto_atTop_add_const_right atTop
      (-‖(α / 3) • E‖) ((tendsto_pow_atTop_atTop_of_one_lt
        (one_lt_two : (1 : ℝ) < 2)).atTop_mul_const hδ))
    have hw : ‖(-2 : ℝ) ^ k • (m₀ - (α / 3) • E)‖ = 2 ^ k * ‖m₀ - (α / 3) • E‖ := by
      rw [norm_smul, norm_pow, norm_neg, Real.norm_ofNat]
    have h4 := norm_sub_le ((α / 3) • E + (-2 : ℝ) ^ k • (m₀ - (α / 3) • E)) ((α / 3) • E)
    rw [add_sub_cancel_left, hw] at h4
    rw [hk]
    linarith

end

end InducedDipoleIteration
```

```lean
#print axioms InducedDipoleIteration.converges_iff
-- 'InducedDipoleIteration.converges_iff' depends on axioms: [propext, Classical.choice, Quot.sound]
#print axioms InducedDipoleIteration.convex_but_divergent
-- 'InducedDipoleIteration.convex_but_divergent' depends on axioms: [propext, Classical.choice, Quot.sound]
```

## What the theorems say about a solver

The space `V` is a real inner-product space, finite-dimensional in the main theorems; for $N$ sites in three dimensions it has dimension $3N$. Dipoles and fields both live in `V`, so units are not tracked. The linear map `T` is the coupling, `T.IsSymmetric` means $\langle Tx,y\rangle=\langle x,Ty\rangle$, and `HasEigenvalue T t` supplies a nonzero mode. The functions `dipoleStep` and `dipoleEnergy` are the update and $U$; `^[k]` applies the update $k$ times.

In `converges_iff`, convergence means that some limit `m` exists for each field and start. If the bound fails, the theorem gives failure for some field and start, not for all of them. `energy_strictConvex_iff` holds for each fixed field, and `convex_but_divergent` states both halves of the example.

The step left to the user is to identify `T` with the operator in the code. The theorems take any symmetric map and do not build it from positions, damping or periodic boundaries. In particular, $-(2/\alpha)I$ is an algebraic example: point dipoles without self-fields have zero diagonal blocks in $T$. Site-dependent polarizabilities, mixing of old and new dipoles, stopping criteria and rounding are also absent from the model.

## From modes to the Lean proof

`exists_modes` takes the orthonormal eigenbasis from Mathlib. `mode_amplitude` proves the formula for $c_k$ by induction, with `linear_combination` using the equation for $p$. In `converges_iff`, `e.sum_repr'` expands each iterate in modes and `tendsto_finsetSum` adds the limits.

For the other direction, `increment_along_mode` obtains the increments by induction. `not_convergent_of_mode` carries their lower bound to the limit with `ge_of_tendsto'`, which yields the contradiction $\alpha\|v\|\le0$.

`energy_gap` expands the inner products and finishes with `ring`; it does not need symmetry. `energy_strictConvex_iff` tests the gap on a mode and the origin for one direction. For the other it uses the diagonal sum, where a nonzero $d$ has at least one nonzero amplitude. In `convex_but_divergent`, `hk` is the formula with $(-2)^k$, and `tendsto_atTop_mono` compares the norm with the growing lower bound.
